# The least number of structure factors that determines all of them for a real density on an \(N^n\) grid

A program that Fourier transforms a real density on a fine periodic grid can save space by storing only about half of the coefficients and recovering a missing one by conjugating the one at the inverse index. The exact number of coefficients needed depends on how many indices are their own inverse. For \(N\ge 1\) points along each of \(n\) axes, the number is

\[
\frac{N^n+d^n}{2},\qquad d=\gcd(N,2).
\]

This is the number of orbits of \(h\mapsto -h\) on the reciprocal grid. It is also the size of the smallest set of structure factors, which here means the Fourier coefficients of the density, that fixes all the others for every real density. For a plane-wave electronic-structure code that represents a real density by the coefficients of the whole grid, with equal divisions, no symmetry beyond Friedel's law and the total charge (the coefficient at \(h=0\)) not taken as known in advance, it is the least number of coefficients to store. A code that keeps only the coefficients inside a cutoff sphere can store fewer.

```lean
import Mathlib

open Finset Matrix ComplexConjugate

namespace FriedelPairCounting

noncomputable section
```

## Reflections and their Friedel pairs

A reflection is a vector \(h=(h_1,\dots,h_n)\) of integers modulo \(N\), and a grid position \(x\) is a vector of the same kind. `Grid N n` serves for both. All axes have the same number of points, and \(n=0\) is allowed, giving a grid with one point.

```lean
/-- The periodic grid with `N` points along each of `n` axes, used both for reflections
and for positions in the cell. -/
abbrev Grid (N n : ℕ) := Fin n → ZMod N
```

Two reflections \(h\) and \(k\) are related when \(k=h\) or \(k=-h\). This is an equivalence relation, because inverting twice changes nothing.

```lean
/-- Two reflections are related when they are equal or inverse to each other. -/
def friedelSetoid (N n : ℕ) : Setoid (Grid N n) where
  r h k := k = h ∨ k = -h
  iseqv := by
    refine ⟨fun h => Or.inl rfl, ?_, ?_⟩
    · rintro h k (rfl | rfl) <;> simp
    · rintro h k l (rfl | rfl) (rfl | rfl) <;> simp
```

Its classes are the Friedel pairs. A pair has two members, or one if \(-h=h\).

```lean
/-- The orbits of the inversion `h ↦ -h` on the reciprocal grid. -/
abbrev FriedelPair (N n : ℕ) := Quotient (friedelSetoid N n)
```

`friedelPair h` is the class of \(h\).

```lean
/-- The orbit to which a reflection belongs. -/
def friedelPair {N n : ℕ} (h : Grid N n) : FriedelPair N n :=
  Quotient.mk (friedelSetoid N n) h
```

Two reflections have the same class exactly when they are equal or inverse.

```lean
/-- Two reflections lie in the same orbit exactly when they are equal or inverse. -/
theorem friedelPair_eq_iff {N n : ℕ} (h k : Grid N n) :
    friedelPair h = friedelPair k ↔ k = h ∨ k = -h :=
  ⟨fun e => Quotient.exact (s := friedelSetoid N n) e,
    fun e => Quotient.sound (s := friedelSetoid N n) e⟩
```

## Reflections that are their own inverse

On one axis, \(-a=a\) means \(2a\equiv 0 \pmod N\). With \(0\le a<N\), this leaves \(a=0\) and, if \(N\) is even, \(a=N/2\). There are therefore \(\gcd(N,2)\) solutions. The proof splits on the parity of \(N\) and writes out the solution set in each case. The assumption `NeZero N` expresses \(N\ge1\).

```lean
/-- On one axis with `N` points, `gcd(N, 2)` indices equal their own inverse. -/
theorem card_self_paired_axis (N : ℕ) [NeZero N] :
    (univ.filter fun a : ZMod N => -a = a).card = N.gcd 2 := by
  have hN : 0 < N := NeZero.pos N
  rcases Nat.even_or_odd' N with ⟨m, hm | hm⟩
  · -- even N: the solutions are 0 and N/2
    have hval : (m : ZMod N).val = m := ZMod.val_natCast_of_lt (by omega)
    have hset : (univ.filter fun a : ZMod N => -a = a) = {0, (m : ZMod N)} := by
      ext a
      simp only [mem_filter, mem_univ, true_and, mem_insert, mem_singleton,
        ZMod.neg_eq_self_iff]
      constructor
      · rintro (h | h)
        · exact Or.inl h
        · right
          apply ZMod.val_injective N
          rw [hval]
          omega
      · rintro (h | h)
        · exact Or.inl h
        · right
          rw [h, hval]
          omega
    have hne : (0 : ZMod N) ≠ (m : ZMod N) := by
      intro h
      have h' := congrArg ZMod.val h
      rw [hval, ZMod.val_zero] at h'
      omega
    rw [hset, card_pair hne, Nat.gcd_eq_right ⟨m, hm⟩]
  · -- odd N: only 0
    have hset : (univ.filter fun a : ZMod N => -a = a) = {0} := by
      ext a
      simp only [mem_filter, mem_univ, true_and, mem_singleton, ZMod.neg_eq_self_iff]
      constructor
      · rintro (h | h)
        · exact h
        · omega
      · exact Or.inl
    have hmod : N % 2 = 1 := by omega
    rw [hset, card_singleton, Nat.gcd_comm, Nat.gcd_rec]
    simp [hmod]
```

A vector equals its inverse exactly when each component does, so the choices on the axes multiply to \(d^n\). In Lean the set of such vectors is rewritten as a product of one-axis sets.

```lean
variable {N n : ℕ} [NeZero N]

/-- The reciprocal grid contains `gcd(N, 2) ^ n` reflections equal to their own inverse. -/
theorem card_self_paired :
    (univ.filter fun h : Grid N n => -h = h).card = N.gcd 2 ^ n := by
  have hset : (univ.filter fun h : Grid N n => -h = h) =
      Fintype.piFinset (fun _ : Fin n => univ.filter fun a : ZMod N => -a = a) := by
    ext h
    simp only [mem_filter, mem_univ, true_and, Fintype.mem_piFinset, funext_iff,
      Pi.neg_apply]
  rw [hset, Fintype.card_piFinset, prod_const, card_self_paired_axis, card_univ,
    Fintype.card_fin]
```

## Counting the orbits

For an orbit \(q\), let \(m_q\) be its number of members and \(s_q\) the number of those that are self-inverse. Either \(q=\{k,-k\}\) with \(k\ne -k\), so that \(m_q=2\) and \(s_q=0\), or \(q=\{k\}\), so that \(m_q=s_q=1\). In both cases \(m_q+s_q=2\), and summing over orbits gives

\[
2\cdot\#\{\text{orbits}\}=\sum_q (m_q+s_q)=N^n+d^n .
\]

In the proof `hfib` is the statement for one orbit, `s1` and `s2` split the two totals over orbits, and `htwo` is the displayed equation. It shows that the sum is even, so the natural-number division in the theorem loses nothing.

```lean
/-- The inversion `h ↦ -h` on the reciprocal grid has `(N ^ n + gcd(N, 2) ^ n) / 2` orbits. -/
theorem card_friedelPair :
    Nat.card (FriedelPair N n) = (N ^ n + N.gcd 2 ^ n) / 2 := by
  classical
  have := Fintype.ofFinite (FriedelPair N n)
  -- in each orbit, members plus self-paired members make two
  have hfib : ∀ q : FriedelPair N n,
      (univ.filter fun h : Grid N n => friedelPair h = q).card +
      ((univ.filter fun h : Grid N n => -h = h).filter fun h => friedelPair h = q).card
        = 2 := by
    intro q
    obtain ⟨k, rfl⟩ : ∃ k, friedelPair k = q := Quotient.exists_rep q
    have h1 : (univ.filter fun h : Grid N n => friedelPair h = friedelPair k) = {k, -k} := by
      ext h
      simp only [mem_filter, mem_univ, true_and, mem_insert, mem_singleton,
        friedelPair_eq_iff]
      constructor <;> rintro (rfl | rfl) <;> simp
    have key : ∀ h : Grid N n, -h = h → (k = h ∨ k = -h) → k = h := by
      rintro h hh (e | e)
      · exact e
      · exact e.trans hh
    by_cases hk : -k = k
    · have h2 : ((univ.filter fun h : Grid N n => -h = h).filter
          fun h => friedelPair h = friedelPair k) = {k} := by
        ext h
        simp only [mem_filter, mem_univ, true_and, mem_singleton, friedelPair_eq_iff]
        constructor
        · rintro ⟨hh, e⟩
          exact (key h hh e).symm
        · intro e
          rw [e]
          exact ⟨hk, Or.inl rfl⟩
      rw [h1, h2, hk]
      simp
    · have h2 : ((univ.filter fun h : Grid N n => -h = h).filter
          fun h => friedelPair h = friedelPair k) = ∅ := by
        ext h
        constructor
        · intro hm
          simp only [mem_filter, mem_univ, true_and, friedelPair_eq_iff] at hm
          have e := key h hm.1 hm.2
          exact absurd (by rw [e]; exact hm.1) hk
        · intro h0
          simp at h0
      rw [h1, h2, card_pair (fun e => hk e.symm), card_empty]
  have s1 := card_eq_sum_card_fiberwise (f := (friedelPair : Grid N n → FriedelPair N n))
    (s := univ) (t := univ) (by intro x _; simp)
  have s2 := card_eq_sum_card_fiberwise (f := (friedelPair : Grid N n → FriedelPair N n))
    (s := univ.filter fun h : Grid N n => -h = h) (t := univ) (by intro x _; simp)
  have hcard : (univ : Finset (Grid N n)).card = N ^ n := by
    simp [ZMod.card]
  have htwo : 2 * Nat.card (FriedelPair N n) = N ^ n + N.gcd 2 ^ n := by
    rw [← hcard, ← card_self_paired, s1, s2, ← sum_add_distrib,
      sum_congr rfl (fun q _ => hfib q), sum_const, card_univ,
      Nat.card_eq_fintype_card, smul_eq_mul, mul_comm]
  omega
```

## Structure factors and Friedel's law

The phase factor of reflection \(h\) at position \(x\) is \(e^{2\pi i\,h\cdot x/N}\), with the plus sign usual in crystallography. The opposite sign exchanges \(h\) and \(-h\) and leaves the count unchanged.

```lean
/-- The phase factor `exp(2πi h·x / N)` of reflection `h` at grid position `x`. -/
def phase (h x : Grid N n) : ℂ := (ZMod.toCircle (h ⬝ᵥ x) : Circle)
```

For a real density \(\rho\) the structure factor is the unnormalised sum

\[
F_\rho(h)=\sum_x \rho(x)\,e^{2\pi i\,h\cdot x/N}.
\]

The type `Grid N n → ℝ` makes the density real, which excludes the complex scattering densities of anomalous dispersion. It does not require the density to be positive.

```lean
/-- The structure factor of a real density sampled on the grid. -/
def structureFactor (ρ : Grid N n → ℝ) (h : Grid N n) : ℂ :=
  ∑ x, (ρ x : ℂ) * phase h x
```

Changing the sign of \(h\) changes the sign of the exponent, which conjugates the phase.

```lean
/-- Inverting a reflection conjugates its phase factor. -/
theorem phase_neg (h x : Grid N n) : phase (-h) x = conj (phase h x) := by
  simp only [phase, neg_dotProduct, AddChar.map_neg_eq_inv, Circle.coe_inv_eq_conj]
```

Since \(\rho(x)\) is real, conjugating the sum term by term gives \(F_\rho(-h)=\overline{F_\rho(h)}\).

```lean
/-- Friedel's law: for a real density, inverse reflections have conjugate structure factors. -/
theorem friedel_law (ρ : Grid N n → ℝ) (h : Grid N n) :
    structureFactor ρ (-h) = conj (structureFactor ρ h) := by
  simp only [structureFactor, map_sum, map_mul, Complex.conj_ofReal, phase_neg]
```

## A density wave seen by only one pair

Let \(P(h)=\sum_x e^{2\pi i\,h\cdot x/N}\). If \(h=0\), every term is 1 and \(P(0)=N^n\). Otherwise some \(h_i\ne0\). Translating the grid by one step \(e\) along axis \(i\) only reorders the sum, but multiplies each term by \(e^{2\pi i h_i/N}\ne1\). Hence

\[
\left(e^{2\pi i h_i/N}-1\right)P(h)=0,
\]

and \(P(h)=0\). The reordering is `shift`, and the common factor comes from `hmul`.

```lean
/-- The phase factors of a reflection sum to `N ^ n` over the cell if `h = 0`, and to zero
otherwise. -/
theorem sum_phase (h : Grid N n) :
    ∑ x, phase h x = if h = 0 then (N : ℂ) ^ n else 0 := by
  split_ifs with h0
  · subst h0
    simp [phase, ZMod.card]
  · obtain ⟨i, hi⟩ := Function.ne_iff.mp h0
    -- translating by one step along axis i multiplies the sum by a phase other than 1
    obtain ⟨e, hc⟩ : ∃ e : Grid N n, phase h e ≠ 1 := by
      refine ⟨Pi.single i 1, ?_⟩
      intro hc
      apply hi
      apply ZMod.injective_toCircle
      rw [Pi.zero_apply, AddChar.map_zero_eq_one]
      apply Circle.ext
      simpa [phase] using hc
    have hbij : Function.Bijective (fun x : Grid N n => e + x) :=
      ⟨add_right_injective e, fun y => ⟨-e + y, add_neg_cancel_left e y⟩⟩
    have shift : ∑ x, phase h (e + x) = ∑ x, phase h x :=
      Fintype.sum_bijective (fun x : Grid N n => e + x) hbij
        (fun x => phase h (e + x)) (fun x => phase h x) (fun _ => rfl)
    have hmul : ∀ x, phase h (e + x) = phase h e * phase h x := by
      intro x
      simp only [phase, dotProduct_add, AddChar.map_add_eq_mul, Circle.coe_mul]
    simp only [hmul] at shift
    rw [← mul_sum] at shift
    have hz : (phase h e - 1) * ∑ x, phase h x = 0 := by
      linear_combination shift
    exact (mul_eq_zero.mp hz).resolve_left (sub_ne_zero.mpr hc)
```

Now take the real density \(2\cos(2\pi k\cdot x/N)\), which is twice the real part of the phase of \(k\).

```lean
/-- The real density wave `2 cos(2π k·x / N)`. -/
def cosineWave (k x : Grid N n) : ℝ := 2 * (phase k x).re
```

It equals \(e^{2\pi i k\cdot x/N}+e^{-2\pi i k\cdot x/N}\). Multiplying by the phase of \(h\) and summing over \(x\) gives

\[
F(h)=P(h-k)+P(h+k)=N^n\left(\delta_{h,k}+\delta_{h,-k}\right).
\]

If \(k=-k\), both terms contribute and \(F(k)=2N^n\). In Lean `hterm` is the product of phases at one position, and `sum_phase` evaluates the two sums.

```lean
/-- The structure factor of a cosine wave with index `k` has contributions only at
`k` and `-k`, each of size `N ^ n`. -/
theorem structureFactor_cosineWave (k h : Grid N n) :
    structureFactor (cosineWave k) h =
      (N : ℂ) ^ n * ((if h = k then 1 else 0) + (if h = -k then 1 else 0)) := by
  have hadd : ∀ a b x : Grid N n, phase (a + b) x = phase a x * phase b x := by
    intro a b x
    simp only [phase, add_dotProduct, AddChar.map_add_eq_mul, Circle.coe_mul]
  have hterm : ∀ x, (cosineWave k x : ℂ) * phase h x = phase (h - k) x + phase (h + k) x := by
    intro x
    have hw : (cosineWave k x : ℂ) = phase k x + phase (-k) x := by
      rw [phase_neg, Complex.add_conj, cosineWave]
    rw [hw, sub_eq_add_neg, hadd, hadd]
    ring
  simp only [structureFactor, hterm, sum_add_distrib, sum_phase, sub_eq_zero,
    add_eq_zero_iff_eq_neg]
  split_ifs <;> ring
```

## Which sets of reflections suffice

A finite set \(S\) of reflections, fixed in advance, determines the data if any two real densities whose structure factors agree on \(S\) have the same structure factors everywhere.

```lean
/-- A set of reflections determines the data if real densities whose structure factors agree
on the set have the same structure factors everywhere. -/
def Determines (S : Finset (Grid N n)) : Prop :=
  ∀ ρ σ : Grid N n → ℝ, (∀ h ∈ S, structureFactor ρ h = structureFactor σ h) →
    structureFactor ρ = structureFactor σ
```

This holds exactly when \(S\) contains \(k\) or \(-k\) for every \(k\).

Suppose first that \(S\) misses both. The cosine wave with index \(k\) then has zero structure factors throughout \(S\), as the zero density does, yet its structure factor at \(k\) is not zero. So \(S\) does not determine the data. For \(k\ne0\) the wave is negative at some grid points, so it is not itself an electron density, but adding the constant 2 to both densities makes them non-negative and leaves the differences of their structure factors unchanged.

Conversely, suppose that \(S\) meets every pair, and that \(F_\rho\) and \(F_\sigma\) agree on \(S\). If \(h\in S\), they agree at \(h\) directly. If \(-h\in S\), Friedel's law gives \(\overline{F_\rho(h)}=\overline{F_\sigma(h)}\), and conjugation is injective.

```lean
/-- A set of reflections determines the data exactly when it contains `k` or `-k` for every
reflection `k`. -/
theorem determines_iff (S : Finset (Grid N n)) :
    Determines S ↔ ∀ k, k ∈ S ∨ -k ∈ S := by
  constructor
  · intro H k
    by_contra hk
    obtain ⟨h1, h2⟩ := not_or.mp hk
    have hzero : ∀ h : Grid N n, structureFactor (fun _ => 0) h = 0 := by
      intro h
      simp [structureFactor]
    -- a cosine wave at a missing pair is invisible on S
    have e := congrFun (H (cosineWave k) (fun _ => 0) (by
      intro h hh
      have n1 : h ≠ k := fun e => h1 (e ▸ hh)
      have n2 : h ≠ -k := fun e => h2 (e ▸ hh)
      rw [structureFactor_cosineWave, if_neg n1, if_neg n2, hzero]
      ring)) k
    rw [structureFactor_cosineWave, hzero, if_pos rfl] at e
    have hN : (N : ℂ) ^ n ≠ 0 := pow_ne_zero _ (Nat.cast_ne_zero.mpr (NeZero.ne N))
    have e' := (mul_eq_zero.mp e).resolve_left hN
    split_ifs at e' <;> norm_num at e'
  · intro H ρ σ e
    funext h
    rcases H h with hh | hh
    · exact e h hh
    · have e' := e _ hh
      rw [friedel_law ρ, friedel_law σ] at e'
      exact (starRingEnd ℂ).injective e'
```

## The smallest sufficient set

One representative from each pair gives a determining set with as many elements as there are orbits. In the other direction, a determining set meets every orbit, so the map from its elements to their orbits is onto, and the set has at least that many elements. `IsLeast` combines the two statements: the first half of the proof picks representatives with `Quotient.out`, and the second uses the image of \(S\) under `friedelPair`.

The minimum is over sets of individual structure factors, each counted as one complex number; other encodings of the density are not considered.

```lean
/-- The least number of structure factors that determines all of them, for every real density
on the grid, is `(N ^ n + gcd(N, 2) ^ n) / 2`. -/
theorem isLeast_stored_coefficients :
    IsLeast {m | ∃ S : Finset (Grid N n), Determines S ∧ S.card = m}
      ((N ^ n + N.gcd 2 ^ n) / 2) := by
  classical
  have := Fintype.ofFinite (FriedelPair N n)
  rw [← card_friedelPair]
  constructor
  · -- store one representative of each pair
    refine ⟨univ.image (Quotient.out : FriedelPair N n → Grid N n), ?_, ?_⟩
    · rw [determines_iff]
      intro k
      have hq : friedelPair (Quotient.out (friedelPair k)) = friedelPair k :=
        Quotient.out_eq _
      rcases (friedelPair_eq_iff _ _).mp hq with e | e
      · exact Or.inl (mem_image.mpr ⟨friedelPair k, mem_univ _, e.symm⟩)
      · exact Or.inr (mem_image.mpr
          ⟨friedelPair k, mem_univ _, (neg_eq_iff_eq_neg.mpr e).symm⟩)
    · have hinj : Function.Injective (Quotient.out : FriedelPair N n → Grid N n) :=
        fun a b e => (Quotient.out_eq a).symm.trans
          ((congrArg friedelPair e).trans (Quotient.out_eq b))
      rw [card_image_of_injective _ hinj, card_univ, Nat.card_eq_fintype_card]
  · -- a determining set meets every pair
    rintro m ⟨S, hS, rfl⟩
    have himg : S.image friedelPair = (univ : Finset (FriedelPair N n)) := by
      refine eq_univ_iff_forall.mpr fun q => ?_
      obtain ⟨k, rfl⟩ : ∃ k, friedelPair k = q := Quotient.exists_rep q
      rcases (determines_iff S).mp hS k with h | h
      · exact mem_image.mpr ⟨k, h, rfl⟩
      · exact mem_image.mpr
          ⟨-k, h, (friedelPair_eq_iff _ _).mpr (Or.inr (neg_neg k).symm)⟩
    rw [Nat.card_eq_fintype_card, ← card_univ, ← himg]
    exact card_image_le

end

end FriedelPairCounting
```

```lean
#print axioms FriedelPairCounting.isLeast_stored_coefficients
```

```
'FriedelPairCounting.isLeast_stored_coefficients' depends on axioms: [propext, Classical.choice, Quot.sound]
```

## The array of a real-to-complex transform

For \(n\ge1\), the common array layout keeps the full range on all axes but one and the indices \(0,\dots,\lfloor N/2\rfloor\) on the remaining axis, which makes \(N^{n-1}(\lfloor N/2\rfloor+1)\) entries. With \(N=64\) and \(n=3\) this is 135168, while the minimum is 131076. The surplus of 4092 consists of second members of pairs, in the planes where the halved index is 0 or 32. The box shape is simple to address, but code that edits coefficients in those planes must keep both members conjugate and the self-inverse ones real if the array is still to describe a real density. A sum of \(|F(h)|^2\) over the whole grid, taken from one representative per pair, needs weight 2 for ordinary pairs and weight 1 for self-inverse reflections.
